# A non-diagonal Hermitian matrix is never a local minimum of the one-dimensional gauge-dependent spread

Take two orthonormal orbitals with the same centre $a$ and a real position matrix element $r>0$ between them:

$$X=\begin{pmatrix} a & r\\ r & a\end{pmatrix}.$$

Rotate the orbitals into each other by an angle $t$. The diagonal entries become $a+r\sin 2t$ and $a-r\sin 2t$, and the sum of their squares rises from $2a^2$ to $2a^2+2r^2\sin^2 2t$. The sum of the squared moduli of all four entries is unchanged by the rotation, so the off-diagonal part has shrunk by the same amount. The gain is of second order in $t$: the starting point is stationary, but it is not a minimum of the off-diagonal part.

## Pushing two centres apart

Let $X$ be a Hermitian matrix, read as the position operator projected on finitely many orbitals in one dimension. Its diagonal entries are the orbital centres. A gauge change is a unitary $U$ that replaces $X$ by $U^\dagger XU$. The Marzari-Vanderbilt spread is a gauge-invariant part plus $\sum_{k\ne l}|X_{kl}|^2$, and only this second part matters here.

**Claim.** If $X$ is not diagonal, then for every $\varepsilon>0$ there is a unitary $U$ with $\|U-1\|<\varepsilon$ for which $U^\dagger XU$ has a strictly larger sum of squared diagonal entries than $X$.

Choose $i\neq j$ with $X_{ij}\neq0$. Put $r=|X_{ij}|$ and $w=X_{ij}^*/r$, so that $|w|=1$ and $wX_{ij}=r$. With $c=\cos t$ and $s=\sin t$, define new orbitals

$$|i'\rangle=c\,|i\rangle+s\,w\,|j\rangle,\qquad |j'\rangle=c\,|j\rangle-s\,w^*|i\rangle,$$

and keep all others. The new orbitals are orthonormal. Writing $a=X_{ii}$ and $b=X_{jj}$, the new centres are

$$a'=c^2a+s^2b+2csr,\qquad b'=s^2a+c^2b-2csr.$$

Their sum is still $a+b$, and their separation is $a'-b'=(a-b)\cos2t+2r\sin2t$. Since $a^2+b^2=\tfrac12[(a+b)^2+(a-b)^2]$, and likewise for the new centres, the gain is

$$a'^2+b'^2-a^2-b^2=\tfrac12\sin2t\,\bigl[4r^2\sin2t+(a-b)\bigl(4r\cos2t-(a-b)\sin2t\bigr)\bigr].$$

Suppose $a\ge b$. For small $t>0$ the inner bracket $4r\cos2t-(a-b)\sin2t$ is positive, because it tends to $4r$, so the gain is at least $2r^2\sin^22t>0$. If $a<b$, the angle $-t$ does the same. As $t\to0$ the unitary tends to $1$, which proves the claim.

Finally, $\sum_{k,l}|X_{kl}|^2=\operatorname{tr}X^\dagger X$ is the same in every gauge, so what the diagonal gains, the off-diagonal part loses. A non-diagonal $X$ is therefore not a local minimum of the off-diagonal sum. For a diagonal $X$ that sum is zero, its least possible value.

For a finite set of orbitals in one dimension, this means that a spread minimisation has no local minimum above the global one. A gradient method can still stall at a stationary point such as the equal-centre example.

## Matrices, weights and the mixing unitary

The orbitals are labelled by an arbitrary finite type `n`. The opened scope `Matrix.Norms.L2Operator` makes `‖U - 1‖` the operator norm belonging to the Euclidean norm on vectors.

In Lean 4 with Mathlib:

```lean
import Mathlib

open Matrix
open scoped Matrix.Norms.L2Operator

namespace MarzariVanderbiltOneDim

noncomputable section

variable {n : Type*} [Fintype n] [DecidableEq n]
```

The quantity to be increased is the diagonal weight. For Hermitian $X$ the diagonal entries are real, so the squared moduli are ordinary squares.

```lean
/-- The sum of the squared moduli of the diagonal entries. -/
def diagWeight (X : Matrix n n ℂ) : ℝ := ∑ k, ‖X k k‖ ^ 2
```

The off-diagonal sum counts each ordered pair $(k,l)$ with $k\ne l$. The gauge-invariant part of the spread is not included.

```lean
/-- The gauge-dependent spread in one dimension: the sum of the squared moduli of the
off-diagonal entries of the projected position. -/
def gaugeSpread (X : Matrix n n ℂ) : ℝ := ∑ k, ∑ l, if k = l then 0 else ‖X k l‖ ^ 2
```

The mixing unitary is assembled from the projector $P$ on the two orbitals and an anti-Hermitian generator $K$, as $U=1+(c-1)P+sK$.

```lean
/-- For `i ≠ j`, the projector on the orbitals `i` and `j`. -/
def pairProj (i j : n) : Matrix n n ℂ := single i i 1 + single j j 1

/-- The generator that mixes the orbitals `i` and `j` with phase `w`. -/
def pairGen (i j : n) (w : ℂ) : Matrix n n ℂ := single j i w - single i j (star w)

/-- The mixing of orbitals `i` and `j` with phase `w`, cosine `c` and sine `s`. -/
def mixing (i j : n) (w : ℂ) (c s : ℝ) : Matrix n n ℂ :=
  1 + (((c : ℂ) - 1) • pairProj i j + (s : ℂ) • pairGen i j w)
```

Unitarity follows from the algebra $P^2=P$, $PK=KP=K$, $K^2=-P$, $P^\dagger=P$, $K^\dagger=-K$. Expanding gives $U^\dagger U=1+(c^2+s^2-1)P$, and the last line of the proof inserts $c^2+s^2=1$.

```lean
/-- Mixing two different orbitals with a phase of modulus one is a unitary gauge change. -/
theorem mixing_unitary {i j : n} (hij : i ≠ j) {w : ℂ} (hw : star w * w = 1) {c s : ℝ}
    (h : c ^ 2 + s ^ 2 = 1) : mixing i j w c s ∈ unitaryGroup n ℂ := by
  have hw' : w * star w = 1 := by rw [mul_comm]; exact hw
  have hji := hij.symm
  have PP : pairProj i j * pairProj i j = pairProj i j := by
    simp [pairProj, mul_add, add_mul, hij, hji]
  have PK : pairProj i j * pairGen i j w = pairGen i j w := by
    simp [pairProj, pairGen, mul_sub, add_mul, hij, hji]
    try abel
  have KP : pairGen i j w * pairProj i j = pairGen i j w := by
    simp [pairProj, pairGen, mul_add, sub_mul, hij, hji]
    try abel
  have KK : pairGen i j w * pairGen i j w = -pairProj i j := by
    simp only [pairProj, pairGen, mul_sub, sub_mul, single_mul_single_same,
      single_mul_single_of_ne, ne_eq, hij, hji, not_false_eq_true, hw, hw']
    abel
  have Ps : (pairProj i j)ᴴ = pairProj i j := by
    simp [pairProj, conjTranspose_add, conjTranspose_single]
  have Ks : (pairGen i j w)ᴴ = -pairGen i j w := by
    simp [pairGen, conjTranspose_sub, conjTranspose_single]
  have hc : star (c : ℂ) = c := Complex.conj_ofReal c
  have hs : star (s : ℂ) = s := Complex.conj_ofReal s
  have hC : (c : ℂ) ^ 2 + (s : ℂ) ^ 2 = 1 := by exact_mod_cast h
  rw [mem_unitaryGroup_iff', star_eq_conjTranspose]
  simp only [mixing, conjTranspose_add, conjTranspose_smul, conjTranspose_one, Ps, Ks,
    star_sub, star_one, hc, hs, add_mul, mul_add, smul_mul_assoc, mul_smul_comm, one_mul,
    mul_one, neg_mul, smul_neg, PP, PK, KP, KK]
  linear_combination (norm := module) hC • pairProj i j
```

## The new centres

A diagonal entry of $U^\dagger XU$ is the expectation value of $X$ in one column of $U$. The next lemma evaluates it for a column supported on at most two orbitals.

```lean
/-- The diagonal entry of the transformed matrix for a new orbital that combines
the old orbitals `i` and `j` with amplitudes `α` and `β`. -/
theorem diag_of_column (X U : Matrix n n ℂ) (k i j : n) (α β : ℂ)
    (h : ∀ b, U b k = (if b = i then α else 0) + (if b = j then β else 0)) :
    (Uᴴ * X * U) k k =
      star α * (X i i * α + X i j * β) + star β * (X j i * α + X j j * β) := by
  have hs : ∀ b, star (U b k) =
      (if b = i then star α else 0) + (if b = j then star β else 0) := by
    intro b
    rw [h]
    split_ifs <;> simp
  have hX : ∀ a, (X * U) a k = X a i * α + X a j * β := by
    intro a
    simp [Matrix.mul_apply, h, mul_add, Finset.sum_add_distrib]
  rw [Matrix.mul_assoc, Matrix.mul_apply]
  simp only [conjTranspose_apply, hs, hX, add_mul, Finset.sum_add_distrib, ite_mul, zero_mul,
    Finset.sum_ite_eq', Finset.mem_univ, if_true]
```

Applied to the columns $i$ and $j$ of the mixing, it yields $a'$ and $b'$. Hermiticity enters twice: it makes the diagonal real, and it turns $wX_{ij}=r$ into $w^*X_{ji}=r$. Every other column is unchanged, and so is its centre.

```lean
/-- The centres after mixing orbitals `i` and `j`, when the phase makes their coupling the
real number `r`; all other centres stay in place. -/
theorem mixing_diag {X : Matrix n n ℂ} (hX : X.IsHermitian) {i j : n} (hij : i ≠ j)
    {w : ℂ} (hw : star w * w = 1) {r : ℝ} (hr : w * X i j = r) (c s : ℝ) :
    ((mixing i j w c s)ᴴ * X * mixing i j w c s) i i =
        ((c ^ 2 * (X i i).re + s ^ 2 * (X j j).re + 2 * c * s * r : ℝ) : ℂ) ∧
    ((mixing i j w c s)ᴴ * X * mixing i j w c s) j j =
        ((s ^ 2 * (X i i).re + c ^ 2 * (X j j).re - 2 * c * s * r : ℝ) : ℂ) ∧
    ∀ k, k ≠ i ∧ k ≠ j → ((mixing i j w c s)ᴴ * X * mixing i j w c s) k k = X k k := by
  have hji := hij.symm
  have hre : ∀ k, X k k = ((X k k).re : ℂ) := fun k =>
    (Complex.conj_eq_iff_re.1 (hX.apply k k)).symm
  have hr' : star w * X j i = r := by
    rw [← hX.apply j i, ← star_mul', hr]
    exact Complex.conj_ofReal r
  have hc : star (c : ℂ) = c := Complex.conj_ofReal c
  have hs : star (s : ℂ) = s := Complex.conj_ofReal s
  refine ⟨?_, ?_, ?_⟩
  · rw [diag_of_column X _ i i j c (s * w) ?_]
    · simp only [star_mul', hc, hs]
      push_cast
      linear_combination (c : ℂ) ^ 2 * hre i + (s : ℂ) ^ 2 * hre j + (c : ℂ) * s * hr
        + (c : ℂ) * s * hr' + (s : ℂ) ^ 2 * X j j * hw
    · intro b
      rcases eq_or_ne b i with rfl | hi
      · simp [mixing, pairProj, pairGen, hij, hji]
      · rcases eq_or_ne b j with rfl | hj
        · simp [mixing, pairProj, pairGen, hij, hji]
        · simp [mixing, pairProj, pairGen, hi, hj, hi.symm, hj.symm]
  · rw [diag_of_column X _ j i j (-(s * star w)) c ?_]
    · simp only [star_neg, star_mul', star_star, hc, hs]
      push_cast
      linear_combination (s : ℂ) ^ 2 * hre i + (c : ℂ) ^ 2 * hre j - (c : ℂ) * s * hr
        - (c : ℂ) * s * hr' + (s : ℂ) ^ 2 * X i i * hw
    · intro b
      rcases eq_or_ne b i with rfl | hi
      · simp [mixing, pairProj, pairGen, hij, hji]
      · rcases eq_or_ne b j with rfl | hj
        · simp [mixing, pairProj, pairGen, hij, hji]
        · simp [mixing, pairProj, pairGen, hi, hj, hi.symm, hj.symm]
  · rintro k ⟨hi, hj⟩
    rw [diag_of_column X _ k k k 1 0 ?_]
    · simp
    · intro b
      simp [mixing, pairProj, pairGen, Matrix.one_apply, hi.symm, hj.symm]
```

## A gain at arbitrarily small angle

This lemma concerns real numbers only. The inner statement `key` says that the sum of squares grows whenever the right-hand side of the gain formula above is positive; it is written with $2sc$ and $c^2-s^2$ in place of $\sin2t$ and $\cos2t$. Continuity at $t=0$ supplies an angle at which $4r\cos2t-|a-b|\sin2t$ is positive, and the final case split chooses the sense of rotation from the sign of $a-b$.

```lean
/-- Two centres `a`, `b` with coupling `r > 0` gain in their sum of squares under a mixing
by some arbitrarily small angle. -/
theorem pair_gain (a b : ℝ) {r δ : ℝ} (hr : 0 < r) (hδ : 0 < δ) :
    ∃ t : ℝ, |t| < δ ∧ a ^ 2 + b ^ 2 <
      (Real.cos t ^ 2 * a + Real.sin t ^ 2 * b + 2 * Real.cos t * Real.sin t * r) ^ 2 +
      (Real.sin t ^ 2 * a + Real.cos t ^ 2 * b - 2 * Real.cos t * Real.sin t * r) ^ 2 := by
  -- the gain, written with the sine and cosine of the doubled angle
  have key : ∀ c s : ℝ, c ^ 2 + s ^ 2 = 1 →
      0 < (2 * s * c) * (4 * r ^ 2 * (2 * s * c) +
        (a - b) * (4 * r * (c ^ 2 - s ^ 2) - (a - b) * (2 * s * c))) →
      a ^ 2 + b ^ 2 < (c ^ 2 * a + s ^ 2 * b + 2 * c * s * r) ^ 2 +
        (s ^ 2 * a + c ^ 2 * b - 2 * c * s * r) ^ 2 := by
    intro c s h hp
    have e : (c ^ 2 * a + s ^ 2 * b + 2 * c * s * r) ^ 2 +
        (s ^ 2 * a + c ^ 2 * b - 2 * c * s * r) ^ 2 - (a ^ 2 + b ^ 2) =
        (2 * s * c) * (4 * r ^ 2 * (2 * s * c) +
        (a - b) * (4 * r * (c ^ 2 - s ^ 2) - (a - b) * (2 * s * c))) / 2 := by
      linear_combination (a ^ 2 + b ^ 2) * (c ^ 2 + s ^ 2 + 1) * h
    linarith
  have hg : Continuous fun t : ℝ =>
      4 * r * Real.cos (2 * t) - |a - b| * Real.sin (2 * t) := by fun_prop
  obtain ⟨η, hη, hη'⟩ := Metric.continuousAt_iff.1 (hg.continuousAt (x := 0)) (4 * r)
    (by positivity)
  obtain ⟨t, ht, htm⟩ := exists_between (lt_min hδ (lt_min hη one_pos))
  obtain ⟨htδ, htm'⟩ := lt_min_iff.1 htm
  obtain ⟨htη, ht1⟩ := lt_min_iff.1 htm'
  have hG := hη' (x := t) (by rw [Real.dist_eq, sub_zero, abs_of_pos ht]; exact htη)
  simp only [Real.dist_eq, mul_zero, Real.cos_zero, Real.sin_zero, mul_one, sub_zero] at hG
  have hG' : 0 < 4 * r * Real.cos (2 * t) - |a - b| * Real.sin (2 * t) := by
    linarith [(abs_lt.1 hG).1]
  have hS : 0 < Real.sin (2 * t) :=
    Real.sin_pos_of_pos_of_lt_pi (by linarith) (by linarith [Real.pi_gt_three])
  have hpos := mul_pos hS (add_pos_of_pos_of_nonneg
    (mul_pos (by positivity : 0 < 4 * r ^ 2) hS) (mul_nonneg (abs_nonneg (a - b)) hG'.le))
  rw [Real.sin_two_mul, Real.cos_two_mul'] at hpos
  -- the sense of rotation drives the two centres apart
  rcases le_total 0 (a - b) with hd | hd
  · rw [abs_of_nonneg hd] at hpos
    exact ⟨t, by rwa [abs_of_pos ht], key _ _ (Real.cos_sq_add_sin_sq t) hpos⟩
  · rw [abs_of_nonpos hd] at hpos
    refine ⟨-t, by rwa [abs_neg, abs_of_pos ht], key _ _ (Real.cos_sq_add_sin_sq (-t)) ?_⟩
    rw [Real.cos_neg, Real.sin_neg]
    exact lt_of_lt_of_eq hpos (by ring)
```

Continuity also controls the distance from the identity, since $U-1=(\cos t-1)P+\sin t\,K$ vanishes at $t=0$.

```lean
/-- A combination with coefficients `cos t - 1` and `sin t` is small for small angles. -/
theorem small_angle {E : Type*} [NormedAddCommGroup E] [NormedSpace ℂ E] (P K : E) {ε : ℝ}
    (hε : 0 < ε) : ∃ δ > 0, ∀ t : ℝ, |t| < δ →
      ‖((Real.cos t : ℂ) - 1) • P + (Real.sin t : ℂ) • K‖ < ε := by
  have hg : Continuous fun t : ℝ =>
      ((Real.cos t : ℂ) - 1) • P + (Real.sin t : ℂ) • K := by fun_prop
  obtain ⟨δ, hδ, h⟩ := Metric.continuousAt_iff.1 (hg.continuousAt (x := 0)) ε hε
  refine ⟨δ, hδ, fun t ht => ?_⟩
  have := h (x := t) (by rwa [Real.dist_eq, sub_zero])
  simpa [dist_eq_norm] using this
```

## No false minima

The main theorem assumes that `X` is Hermitian and not diagonal. Its proof picks a nonzero $X_{ij}$, constructs the phase $w$, takes the bound $\delta$ on the angle from `small_angle`, and asks `pair_gain` for an angle below it. In the difference of the two diagonal weights only the terms $i$ and $j$ survive.

```lean
/-- If the Hermitian matrix `X` is not diagonal, a unitary arbitrarily close to the identity
strictly increases the sum of its squared diagonal entries. -/
theorem exists_small_unitary_gain {X : Matrix n n ℂ} (hX : X.IsHermitian) (hd : ¬ X.IsDiag)
    {ε : ℝ} (hε : 0 < ε) : ∃ U ∈ unitaryGroup n ℂ,
      ‖U - 1‖ < ε ∧ diagWeight X < diagWeight (Uᴴ * X * U) := by
  obtain ⟨i, j, hij, hz⟩ : ∃ i j, i ≠ j ∧ X i j ≠ 0 := by
    by_contra hcon
    push Not at hcon
    exact hd fun i j hij => hcon i j hij
  -- the phase that makes the coupling real and positive
  have hn : (‖X i j‖ : ℂ) ≠ 0 := by exact_mod_cast norm_ne_zero_iff.2 hz
  have hreal : star (‖X i j‖ : ℂ) = ‖X i j‖ := Complex.conj_ofReal _
  obtain ⟨w, hw, hr⟩ : ∃ w : ℂ, star w * w = 1 ∧ w * X i j = (‖X i j‖ : ℂ) := by
    refine ⟨star (X i j) / ‖X i j‖, ?_, ?_⟩
    · rw [star_div₀, star_star, hreal, div_mul_div_comm, div_eq_iff (mul_ne_zero hn hn),
        one_mul]
      exact (Complex.mul_conj' _).trans (sq _)
    · rw [div_mul_eq_mul_div, div_eq_iff hn]
      exact (Complex.conj_mul' _).trans (sq _)
  obtain ⟨δ, hδ, hsmall⟩ := small_angle (pairProj i j) (pairGen i j w) hε
  obtain ⟨t, ht, hgain⟩ := pair_gain (X i i).re (X j j).re (norm_pos_iff.2 hz) hδ
  obtain ⟨h1, h2, h3⟩ := mixing_diag hX hij hw hr (Real.cos t) (Real.sin t)
  refine ⟨mixing i j w (Real.cos t) (Real.sin t),
    mixing_unitary hij hw (Real.cos_sq_add_sin_sq t), ?_, ?_⟩
  · rw [mixing, add_sub_cancel_left]
    exact hsmall t ht
  · have hre : ∀ k, ‖X k k‖ ^ 2 = (X k k).re ^ 2 := fun k => by
      rw [← Complex.conj_eq_iff_re.1 (hX.apply k k), Complex.norm_real, Real.norm_eq_abs,
        sq_abs, Complex.ofReal_re]
    -- only the two mixed orbitals contribute to the change
    rw [← sub_pos, diagWeight, diagWeight, ← Finset.sum_sub_distrib,
      Fintype.sum_eq_add i j hij (fun k hk => by rw [h3 k hk, sub_self]), h1, h2, hre, hre,
      Complex.norm_real, Complex.norm_real, Real.norm_eq_abs, Real.norm_eq_abs, sq_abs, sq_abs]
    linarith
```

The conservation law holds for any square complex matrix. Both sides are written as $\operatorname{tr}A^\dagger A$, and the unitaries cancel by cyclicity of the trace.

```lean
/-- The sum of the diagonal weight and the gauge-dependent spread is the same in every gauge. -/
theorem weight_add_spread_invariant (X : Matrix n n ℂ) {U : Matrix n n ℂ}
    (hU : U ∈ unitaryGroup n ℂ) :
    diagWeight (Uᴴ * X * U) + gaugeSpread (Uᴴ * X * U) = diagWeight X + gaugeSpread X := by
  have total : ∀ A : Matrix n n ℂ,
      ((diagWeight A + gaugeSpread A : ℝ) : ℂ) = trace (Aᴴ * A) := by
    intro A
    have h : diagWeight A + gaugeSpread A = ∑ k, ∑ l, ‖A k l‖ ^ 2 := by
      rw [diagWeight, gaugeSpread, ← Finset.sum_add_distrib]
      refine Finset.sum_congr rfl fun k _ => ?_
      have hk : ‖A k k‖ ^ 2 = ∑ l, if k = l then ‖A k l‖ ^ 2 else 0 := by simp
      rw [hk, ← Finset.sum_add_distrib]
      refine Finset.sum_congr rfl fun l _ => ?_
      split_ifs <;> simp
    rw [h, Finset.sum_comm]
    push_cast
    simp only [Matrix.trace, Matrix.diag_apply, Matrix.mul_apply, conjTranspose_apply]
    exact Finset.sum_congr rfl fun l _ => Finset.sum_congr rfl fun k _ =>
      (Complex.conj_mul' _).symm
  have hU' : U * Uᴴ = 1 := mem_unitaryGroup_iff.1 hU
  have e : (Uᴴ * X * U)ᴴ * (Uᴴ * X * U) = Uᴴ * (Xᴴ * X) * U := by
    calc (Uᴴ * X * U)ᴴ * (Uᴴ * X * U) = Uᴴ * Xᴴ * (U * Uᴴ) * X * U := by
          simp only [conjTranspose_mul, conjTranspose_conjTranspose, Matrix.mul_assoc]
      _ = Uᴴ * (Xᴴ * X) * U := by rw [hU', Matrix.mul_one, Matrix.mul_assoc Uᴴ]
  apply Complex.ofReal_injective
  rw [total, total, e, trace_mul_cycle, hU', Matrix.one_mul]
```

The last theorem expresses local minimality through gauge changes near the identity: for some $\varepsilon>0$, no unitary within $\varepsilon$ of $1$ lowers the off-diagonal sum. This holds exactly when $X$ is diagonal. With one orbital, or none, every matrix is diagonal and the condition is always met.

```lean
/-- A Hermitian projected position is a local minimum of the gauge-dependent spread
if and only if it is diagonal. -/
theorem local_min_iff_isDiag {X : Matrix n n ℂ} (hX : X.IsHermitian) :
    (∃ ε > 0, ∀ U ∈ unitaryGroup n ℂ, ‖U - 1‖ < ε →
      gaugeSpread X ≤ gaugeSpread (Uᴴ * X * U)) ↔ X.IsDiag := by
  constructor
  · rintro ⟨ε, hε, hmin⟩
    by_contra hd
    obtain ⟨U, hU, hsmall, hgain⟩ := exists_small_unitary_gain hX hd hε
    linarith [hmin U hU hsmall, weight_add_spread_invariant X hU]
  · intro hd
    refine ⟨1, one_pos, fun U _ _ => ?_⟩
    have h0 : gaugeSpread X = 0 := by
      refine Finset.sum_eq_zero fun k _ => Finset.sum_eq_zero fun l _ => ?_
      split_ifs with h
      · rfl
      · rw [hd h]; simp
    rw [h0]
    refine Finset.sum_nonneg fun k _ => Finset.sum_nonneg fun l _ => ?_
    split_ifs <;> positivity

end

end MarzariVanderbiltOneDim
```

```lean
#print axioms MarzariVanderbiltOneDim.local_min_iff_isDiag
-- 'MarzariVanderbiltOneDim.local_min_iff_isDiag' depends on axioms: [propext, Classical.choice, Quot.sound]
```

The theorems treat a single finite Hermitian matrix. In three dimensions there are three projected position matrices, which need not commute and so need not be diagonal in a common gauge. The spread of a periodic crystal evaluated on a mesh of wavevectors is a different functional as well, and the argument given here does not settle whether either of these has false minima.
